# The parity of a Berry phase's winding from its signs on two C2-invariant lines

Consider an isolated band of a two-dimensional crystal, with both crystal momenta measured so that the Brillouin zone has period \(2\pi\). Fix one momentum component at \(k\) and carry the Bloch state once around the zone in the other. The state acquires a Berry phase \(\theta(k)\), and the loop phase factor is

\[
W(k)=e^{i\theta(k)} .
\]

The angle is taken as a real number, with branches chosen so that \(\theta\) is continuous. Three conditions are imposed:

- \(\theta:\mathbb R\to\mathbb R\) is continuous, as is possible when the band stays separated from its neighbours.
- \(\theta(k+2\pi)=\theta(k)+2\pi C\) for an integer \(C\). This winding is the Chern number of the band, up to an orientation sign that does not affect its parity.
- \(\theta(k)+\theta(-k)\in2\pi\mathbb Z\) for every \(k\). A twofold rotation (C2) about an axis perpendicular to the crystal plane reverses both momenta, so it maps the loop at \(k\) to the loop at \(-k\), traversed backwards. When the Berry phase is computed from the cell-periodic part of the Bloch states, with positions measured from the rotation axis, the two phases are therefore opposite modulo \(2\pi\); another choice of origin can add a constant to \(\theta\) and spoil this condition.

The rotation maps the lines \(k=0\) and \(k=\pi\) to themselves, up to a period. The claim is that \(W(0)\) and \(W(\pi)\) are each \(1\) or \(-1\), and that

\[
W(0)\,W(\pi)=(-1)^C .
\]

For a non-interacting band with C2 symmetry, two Berry phases therefore decide whether the Chern number is even or odd, though they cannot tell \(C=0\) from \(C=2\).

## Half the zone carries half the winding

Set \(N(k)=[\theta(k)+\theta(-k)]/2\pi\). The symmetry makes \(N(k)\) an integer, and continuity of \(\theta\) makes \(N\) continuous. A continuous function on the real line that takes only integer values is constant, since it would otherwise pass through the values in between. Call the constant \(n\), so that \(\theta(k)+\theta(-k)=2\pi n\) for all \(k\).

At \(k=0\) this reads \(2\theta(0)=2\pi n\), hence \(\theta(0)=\pi n\). At \(k=\pi\) it reads \(\theta(\pi)+\theta(-\pi)=2\pi n\), while the winding condition at \(k=-\pi\) gives \(\theta(\pi)-\theta(-\pi)=2\pi C\). Adding the two,

\[
2\theta(\pi)=2\pi(n+C),\qquad \theta(\pi)=\pi(n+C).
\]

Thus \(\theta(\pi)-\theta(0)=\pi C\), half the winding over the full zone. Exponentiating gives \(W(0)=(-1)^n\) and \(W(\pi)=(-1)^{n+C}\), with product \((-1)^{2n+C}=(-1)^C\). Two signs have product \(-1\) exactly when they differ, so \(W(0)\neq W(\pi)\) exactly when \(C\) is odd.

The phases \(\theta(k)=Ck+\pi n\) satisfy all three conditions for any integers \(C\) and \(n\). Varying \(n\) shows that \(C\) fixes the product of the signs but neither sign separately.

## A jump at the zone boundary breaks the rule

Let \(\theta(k)=\pi\) at odd multiples of \(\pi\) and \(\theta(k)=0\) elsewhere. This function is periodic, so \(C=0\). It is also even, so \(\theta(k)+\theta(-k)\) is either \(2\pi\) or \(0\), and the C2 condition holds. Yet \(W(0)=1\) and \(W(\pi)=-1\), with product \(-1\) instead of \((-1)^0=1\). The derivation fails at its first step: \(N(k)\) is \(1\) at the odd multiples of \(\pi\) and \(0\) elsewhere.

## The conditions and the phase factor in Lean

The development works with real functions and complex exponentials from Mathlib.

```lean
import Mathlib

open Real

namespace ChernParityFromInvariantLines

noncomputable section
```

The structure `IsC2BerryPhase θ C` states the three conditions for a function `θ : ℝ → ℝ` and an integer `C`. They are assumptions about \(\theta\); no Hamiltonian, Bloch state or Berry connection appears, and the identification of `C` with a Chern number is the physical reading given above. In `symmetry` the integer may depend on `k`.

```lean
/-- A continuous Berry phase `θ(k)` that winds by `2πC` across the Brillouin zone and obeys
the twofold-rotation condition `θ(k) + θ(-k) ∈ 2πℤ`. -/
structure IsC2BerryPhase (θ : ℝ → ℝ) (C : ℤ) : Prop where
  continuous : Continuous θ
  winding : ∀ k, θ (k + 2 * π) = θ k + 2 * π * C
  symmetry : ∀ k, ∃ n : ℤ, θ k + θ (-k) = 2 * π * n
```

The factor \(W(k)\) is `loopPhase θ k`, a complex number.

```lean
/-- The phase factor `exp(iθ(k))` acquired around the loop at transverse momentum `k`. -/
def loopPhase (θ : ℝ → ℝ) (k : ℝ) : ℂ := Complex.exp (θ k * Complex.I)
```

The next theorem confirms that the symmetry condition is equivalent to \(W(k)W(-k)=1\), a form that does not depend on the branch of the angle. The product of exponentials becomes the exponential of a sum, which is \(1\) exactly when its argument is \(2\pi i\) times an integer. The two directions then multiply by \(i\) or cancel it.

```lean
/-- The Berry phases at `k` and `-k` add up to a multiple of `2π` exactly when the
two loop phase factors are inverse to each other. -/
theorem symmetry_iff_loopPhase (θ : ℝ → ℝ) (k : ℝ) :
    (∃ n : ℤ, θ k + θ (-k) = 2 * π * n) ↔ loopPhase θ k * loopPhase θ (-k) = 1 := by
  unfold loopPhase
  rw [← Complex.exp_add, Complex.exp_eq_one_iff]
  refine exists_congr fun n => ?_
  constructor
  · intro h
    have h' : (θ k : ℂ) + θ (-k) = 2 * π * n := by exact_mod_cast h
    linear_combination Complex.I * h'
  · intro h
    have h' : (θ k : ℂ) + θ (-k) = 2 * π * n := by
      apply mul_right_cancel₀ Complex.I_ne_zero
      linear_combination h
    exact_mod_cast h'
```

## From a constant integer to the two signs

The first step by hand is `reflection_sum_constant`. The tactic `choose` turns the integers supplied by the symmetry into a function `n` of momentum. `hreal` proves this function continuous as a real-valued map, by writing it as \([\theta(k)+\theta(-k)]/2\pi\), and `hint` transfers the continuity to the integers. Connectedness of the real line then makes it constant.

```lean
/-- For a continuous C2-symmetric Berry phase, the multiple of `2π` in `θ(k) + θ(-k)`
is the same at every `k`. -/
theorem reflection_sum_constant {θ : ℝ → ℝ} {C : ℤ} (h : IsC2BerryPhase θ C) :
    ∃ n : ℤ, ∀ k, θ k + θ (-k) = 2 * π * n := by
  choose n hn using h.symmetry
  -- the integer is a continuous function of momentum
  have hreal : Continuous fun k => ((n k : ℤ) : ℝ) := by
    have heq : (fun k => ((n k : ℤ) : ℝ)) = fun k => (θ k + θ (-k)) / (2 * π) := by
      funext k
      rw [hn k, mul_div_cancel_left₀ _ (by positivity)]
    rw [heq]
    exact (h.continuous.add (h.continuous.comp continuous_neg)).div_const _
  have hint : Continuous n :=
    Int.isClosedEmbedding_coe_real.isInducing.continuous_iff.mpr hreal
  -- a continuous integer on the connected momentum line cannot jump
  refine ⟨n 0, fun k => ?_⟩
  have hk : n k = n 0 := PreconnectedSpace.constant inferInstance hint
  rw [hn k, hk]
```

Evaluating at \(0\) and \(\pi\), and using the winding at \(-\pi\), leaves linear equations that `linarith` solves.

```lean
/-- For a continuous C2-symmetric Berry phase with winding `C`, the values at `k = 0` and `k = π`
are integer multiples `πn` and `π(n + C)` of `π`. -/
theorem invariant_line_phases {θ : ℝ → ℝ} {C : ℤ} (h : IsC2BerryPhase θ C) :
    ∃ n : ℤ, θ 0 = π * n ∧ θ π = π * (n + C) := by
  obtain ⟨n, hn⟩ := reflection_sum_constant h
  have h0 := hn 0
  have hpi := hn π
  have hw := h.winding (-π)
  rw [neg_zero] at h0
  rw [show -π + 2 * π = π by ring] at hw
  exact ⟨n, by linarith, by linarith⟩
```

A phase \(\pi n\) gives the factor \((-1)^n\), because \(e^{i\pi n}=(e^{i\pi})^n\). The exponent is an integer and may be negative.

```lean
/-- If the Berry phase is `πn` with `n` an integer, the loop phase factor is `(-1)^n`. -/
theorem loopPhase_of_multiple_pi {θ : ℝ → ℝ} {k : ℝ} {n : ℤ} (h : θ k = π * n) :
    loopPhase θ k = (-1) ^ n := by
  unfold loopPhase
  rw [h, ← Complex.exp_pi_mul_I, ← Complex.exp_int_mul]
  congr 1
  push_cast
  ring
```

The main theorem combines these results. The local statement `sign` says that an integer power of \(-1\) is \(1\) or \(-1\), and is proved by splitting on the parity of the exponent. After \((-1)^{n+C}\) is split into \((-1)^n(-1)^C\), the two possible values of \((-1)^n\) are checked, and its square is \(1\) in both.

```lean
/-- Chern parity from invariant lines: for a continuous C2-symmetric Berry phase with
winding `C`, the phase factors at `k = 0` and `k = π` are signs with product `(-1)^C`. -/
theorem chern_parity {θ : ℝ → ℝ} {C : ℤ} (h : IsC2BerryPhase θ C) :
    (loopPhase θ 0 = 1 ∨ loopPhase θ 0 = -1) ∧
    (loopPhase θ π = 1 ∨ loopPhase θ π = -1) ∧
    loopPhase θ 0 * loopPhase θ π = (-1) ^ C := by
  have sign : ∀ m : ℤ, (-1 : ℂ) ^ m = 1 ∨ (-1 : ℂ) ^ m = -1 := fun m =>
    (Int.even_or_odd m).imp (fun hm => hm.neg_one_zpow) (fun hm => hm.neg_one_zpow)
  obtain ⟨n, h0, hpi⟩ := invariant_line_phases h
  have hpi' : θ π = π * ((n + C : ℤ) : ℝ) := by rw [hpi]; push_cast; ring
  rw [loopPhase_of_multiple_pi h0, loopPhase_of_multiple_pi hpi']
  refine ⟨sign n, sign (n + C), ?_⟩
  -- the unknown sign (-1)^n enters twice and drops out
  rw [zpow_add₀ (by norm_num : (-1 : ℂ) ≠ 0)]
  rcases sign n with hs | hs <;> rw [hs] <;> ring
```

The criterion for unequal signs follows by treating even and odd `C` separately and comparing the possible signs with their known product.

```lean
/-- For a continuous C2-symmetric Berry phase, the signs on the two invariant lines differ exactly
when the winding `C` is odd. -/
theorem signs_differ_iff_odd {θ : ℝ → ℝ} {C : ℤ} (h : IsC2BerryPhase θ C) :
    loopPhase θ 0 ≠ loopPhase θ π ↔ Odd C := by
  obtain ⟨h0, h1, hp⟩ := chern_parity h
  rcases Int.even_or_odd C with hC | hC
  · rw [hC.neg_one_zpow] at hp
    have hno : ¬ Odd C := Int.not_odd_iff_even.mpr hC
    simp only [hno, iff_false, not_not]
    rcases h0 with a | a <;> rcases h1 with b | b <;> rw [a, b] at hp ⊢ <;> norm_num at hp
  · rw [hC.neg_one_zpow] at hp
    refine ⟨fun _ => hC, fun _ e => ?_⟩
    rw [e] at hp
    rcases h1 with b | b <;> rw [b] at hp <;> norm_num at hp
```

A symmetry indicator would go one step further and express these signs through the rotation eigenvalues of the Bloch states at invariant momenta; here the input is the Berry phase itself.

## Linear phases and the discontinuous example

The linear phases are verified for all integers `C` and `n`, together with their signs on both lines.

```lean
/-- For all integers `C` and `n`, the linear phase `θ(k) = Ck + πn` is C2-symmetric with
winding `C`, and has the signs `(-1)^n` at `k = 0` and `(-1)^(n+C)` at `k = π`. -/
theorem linear_phase_witness (C n : ℤ) :
    IsC2BerryPhase (fun k => C * k + π * n) C ∧
    loopPhase (fun k => C * k + π * n) 0 = (-1) ^ n ∧
    loopPhase (fun k => C * k + π * n) π = (-1) ^ (n + C) := by
  refine ⟨⟨by fun_prop, fun k => by ring, fun k => ⟨n, by ring⟩⟩, ?_, ?_⟩
  · exact loopPhase_of_multiple_pi (by ring)
  · exact loopPhase_of_multiple_pi (by push_cast; ring)
```

For the counter-example, the odd multiples of \(\pi\) are described by \(\cos k=-1\). Periodicity and evenness of the cosine then supply the winding and symmetry conditions.

```lean
/-- A discontinuous phase: `π` where `cos k = -1`, and zero at all other momenta. -/
def jumpPhase (k : ℝ) : ℝ := if cos k = -1 then π else 0
```

The last theorem states those two conditions explicitly, with winding zero, and evaluates the product of the signs as \(-1\).

```lean
/-- Continuity cannot be dropped: the jump phase has winding zero and obeys the C2 condition,
yet the product of its signs on the invariant lines is `-1`. -/
theorem continuity_needed :
    (∀ k, jumpPhase (k + 2 * π) = jumpPhase k + 2 * π * (0 : ℤ)) ∧
    (∀ k, ∃ n : ℤ, jumpPhase k + jumpPhase (-k) = 2 * π * n) ∧
    loopPhase jumpPhase 0 * loopPhase jumpPhase π = -1 := by
  refine ⟨fun k => ?_, fun k => ?_, ?_⟩
  · simp [jumpPhase, cos_add_two_pi]
  · by_cases hk : cos k = -1
    · exact ⟨1, by simp only [jumpPhase, cos_neg, if_pos hk]; push_cast; ring⟩
    · exact ⟨0, by simp only [jumpPhase, cos_neg, if_neg hk]; push_cast; ring⟩
  · have h0 : jumpPhase 0 = π * (0 : ℤ) := by
      have hc : ¬ cos 0 = -1 := by rw [cos_zero]; norm_num
      simp only [jumpPhase, if_neg hc]
      push_cast
      ring
    have h1 : jumpPhase π = π * (1 : ℤ) := by
      simp only [jumpPhase, if_pos cos_pi]
      push_cast
      ring
    rw [loopPhase_of_multiple_pi h0, loopPhase_of_multiple_pi h1]
    norm_num

end

end ChernParityFromInvariantLines
```

```lean
#print axioms ChernParityFromInvariantLines.symmetry_iff_loopPhase
#print axioms ChernParityFromInvariantLines.signs_differ_iff_odd
#print axioms ChernParityFromInvariantLines.continuity_needed
```

```
'ChernParityFromInvariantLines.symmetry_iff_loopPhase' depends on axioms: [propext, Classical.choice, Quot.sound]
'ChernParityFromInvariantLines.signs_differ_iff_odd' depends on axioms: [propext, Classical.choice, Quot.sound]
'ChernParityFromInvariantLines.continuity_needed' depends on axioms: [propext, Classical.choice, Quot.sound]
```
